# A Kramers-symmetric one-body density matrix with odd trace has $\operatorname{tr}(D-D^2)\ge 1/2$

In a finite orthonormal basis of spin orbitals, a density matrix is a complex matrix $D$ for which $D$ and $1-D$ are both positive semidefinite, and its eigenvalues $x_i$ are the natural occupations. A bar denotes entrywise complex conjugation, and a Kramers symmetry of $D$ is a matrix $U$ with $U\bar U=-1$ and $U\bar D=DU$.

```lean
import Mathlib

open Matrix Finset
open scoped ComplexOrder

namespace KramersFractionalOccupation

noncomputable section

variable {n : Type*} [Fintype n] [DecidableEq n]

/-- Entrywise complex conjugation of a matrix. -/
abbrev conjMatrix : Matrix n n ℂ →+* Matrix n n ℂ := (starRingEnd ℂ).mapMatrix

/-- A one-body density matrix of fermions: `0 ≤ D ≤ 1`. -/
structure IsDensityMatrix (D : Matrix n n ℂ) : Prop where
  pos : D.PosSemidef
  pauli : (1 - D).PosSemidef

/-- The antilinear map `v ↦ U conj(v)` squares to `-1` and commutes with `D`. -/
structure IsKramersSymmetry (U D : Matrix n n ℂ) : Prop where
  sq : U * conjMatrix U = -1
  comm : U * conjMatrix D = D * U

/-- A real diagonal matrix is unchanged by complex conjugation. -/
lemma conj_diagonal (x : n → ℝ) :
    conjMatrix (diagonal fun i => (x i : ℂ)) = diagonal fun i => (x i : ℂ) := by
  ext i j
  by_cases h : i = j <;> simp [conjMatrix, h]

/-- A Hermitian matrix is diagonalised by a unitary matrix of natural orbitals. -/
lemma natural_orbitals {D : Matrix n n ℂ} (hD : D.IsHermitian) :
    ∃ V : Matrix n n ℂ, Vᴴ * V = 1 ∧ V * Vᴴ = 1 ∧
      D * V = V * diagonal (fun i => (hD.eigenvalues i : ℂ)) := by
  refine ⟨(hD.eigenvectorUnitary : Matrix n n ℂ),
    Matrix.mem_unitaryGroup_iff'.1 hD.eigenvectorUnitary.2,
    Matrix.mem_unitaryGroup_iff.1 hD.eigenvectorUnitary.2, ?_⟩
  ext i j
  have h := congrFun (hD.mulVec_eigenvectorBasis j) i
  simp only [Pi.smul_apply, Complex.real_smul] at h
  rw [Matrix.mul_diagonal]
  simp only [Matrix.mul_apply, Matrix.IsHermitian.eigenvectorUnitary_apply]
  exact h.trans (mul_comm _ _)

/-- Kramers degeneracy: every eigenvalue of a Hermitian matrix with a Kramers symmetry has even
multiplicity. -/
theorem kramers_degeneracy {U D : Matrix n n ℂ} (hD : D.IsHermitian)
    (hU : IsKramersSymmetry U D) (c : ℝ) : Even (#{i | hD.eigenvalues i = c}) := by
  obtain ⟨V, h1, h2, h3⟩ := natural_orbitals hD
  generalize hD.eigenvalues = x at h3 ⊢
  obtain ⟨L, hL⟩ : ∃ L : Matrix n n ℂ, L = diagonal fun i => (x i : ℂ) := ⟨_, rfl⟩
  have hLc : conjMatrix L = L := by rw [hL, conj_diagonal]
  rw [← hL] at h3
  -- the symmetry written in natural orbitals
  obtain ⟨W, hW, hWL⟩ : ∃ W : Matrix n n ℂ, W * conjMatrix W = -1 ∧ W * L = L * W := by
    refine ⟨Vᴴ * U * conjMatrix V, ?_, ?_⟩
    · have hcc : conjMatrix (conjMatrix V) = V := by ext i j; simp [conjMatrix]
      have e : conjMatrix V * conjMatrix Vᴴ = 1 := by rw [← map_mul, h2, map_one]
      calc Vᴴ * U * conjMatrix V * conjMatrix (Vᴴ * U * conjMatrix V)
          = Vᴴ * U * (conjMatrix V * conjMatrix Vᴴ) * conjMatrix U * V := by
            rw [map_mul, map_mul, hcc]; simp only [mul_assoc]
        _ = Vᴴ * (U * conjMatrix U) * V := by rw [e]; simp only [mul_assoc, one_mul]
        _ = -1 := by rw [hU.sq, mul_neg, mul_one, neg_mul, h1]
    · have e : Vᴴ * D = L * Vᴴ := by
        calc Vᴴ * D = Vᴴ * (D * V) * Vᴴ := by rw [mul_assoc, mul_assoc D, h2, mul_one]
          _ = L * Vᴴ := by rw [h3, ← mul_assoc, h1, one_mul]
      calc Vᴴ * U * conjMatrix V * L = Vᴴ * U * conjMatrix (V * L) := by
            rw [map_mul, hLc, mul_assoc]
        _ = Vᴴ * (U * conjMatrix D) * conjMatrix V := by
            rw [← h3, map_mul]; simp only [mul_assoc]
        _ = (Vᴴ * D) * U * conjMatrix V := by rw [hU.comm]; simp only [mul_assoc]
        _ = L * (Vᴴ * U * conjMatrix V) := by rw [e]; simp only [mul_assoc]
  -- the projector onto the level with occupation c
  obtain ⟨P, hP⟩ : ∃ P : Matrix n n ℂ,
      P = diagonal fun i => ((if x i = c then 1 else 0 : ℝ) : ℂ) := ⟨_, rfl⟩
  have hPc : conjMatrix P = P := by rw [hP, conj_diagonal]
  have hPP : P * P = P := by
    rw [hP, diagonal_mul_diagonal]
    refine congrArg Matrix.diagonal (funext fun i => ?_)
    by_cases h : x i = c <;> simp [h]
  have hPW : P * W = W * P := by
    ext i j
    have e := congrFun (congrFun hWL i) j
    rw [hL, mul_diagonal, diagonal_mul] at e
    rw [hP, diagonal_mul, mul_diagonal]
    by_cases hx : x i = x j
    · simp [hx, mul_comm]
    · have h0 : ((x j : ℂ) - x i) * W i j = 0 := by linear_combination e
      rcases mul_eq_zero.1 h0 with h | h
      · exact absurd (Complex.ofReal_injective (sub_eq_zero.1 h)).symm hx
      · simp [h]
  have a : P * conjMatrix W = conjMatrix W * P := by
    have := congrArg conjMatrix hPW
    rwa [map_mul, map_mul, hPc] at this
  have t1 : W * P * (conjMatrix W * P) = -P := by
    calc W * P * (conjMatrix W * P) = W * (P * conjMatrix W) * P := by simp only [mul_assoc]
      _ = (W * conjMatrix W) * (P * P) := by rw [a]; simp only [mul_assoc]
      _ = -P := by rw [hW, hPP, neg_mul, one_mul]
  have t2 : W * P * (1 - P) = 0 := by rw [mul_sub, mul_one, mul_assoc, hPP, sub_self]
  have t3 : (1 - P) * (conjMatrix W * P) = 0 := by
    rw [sub_mul, one_mul, ← mul_assoc, a, mul_assoc, hPP, sub_self]
  have t4 : (1 - P) * (1 - P) = 1 - P := by
    rw [mul_sub, mul_one, sub_mul, one_mul, hPP, sub_self, sub_zero]
  have hX : (W * P + (1 - P)) * conjMatrix (W * P + (1 - P)) =
      diagonal fun i => if x i = c then (-1 : ℂ) else 1 := by
    rw [map_add, map_mul, map_sub, map_one, hPc, add_mul, mul_add, mul_add, t1, t2, t3, t4]
    ext i j
    by_cases h : i = j
    · subst h
      by_cases hc : x i = c <;> simp [hP, hc]
    · simp [hP, h]
  -- the determinant of X conj(X) is a squared modulus
  have hdet := congrArg Matrix.det hX
  rw [det_mul, ← RingHom.map_det, Complex.mul_conj, det_diagonal] at hdet
  by_contra hodd
  have hs : (∏ i, if x i = c then (-1 : ℂ) else 1) = -1 := by
    have hp : (∏ i, if x i = c then (-1 : ℂ) else 1) = (-1 : ℂ) ^ (#{i | x i = c}) := by
      simp [Finset.prod_ite]
    rw [hp]
    exact (Nat.not_even_iff_odd.1 hodd).neg_one_pow
  rw [hs] at hdet
  have r : Complex.normSq (W * P + (1 - P)).det = -1 := by exact_mod_cast hdet
  linarith [Complex.normSq_nonneg (W * P + (1 - P)).det]

/-- Occupations in `[0,1]` with sum `S` satisfy `∑ x(1-x) ≥ (S-m)(m+1-S)` for each integer `m`. -/
theorem occupation_bound {ι : Type*} (s : Finset ι) (x : ι → ℝ)
    (h : ∀ i ∈ s, 0 ≤ x i ∧ x i ≤ 1) (m : ℤ) :
    (∑ i ∈ s, x i - m) * (m + 1 - ∑ i ∈ s, x i) ≤ ∑ i ∈ s, x i * (1 - x i) := by
  classical
  revert h m
  induction s using Finset.induction_on with
  | empty =>
    intro _ m
    have hm : (0 : ℤ) ≤ m * (m + 1) := by
      rcases le_or_gt 0 m with h | h
      · positivity
      · nlinarith
    have hr : (0 : ℝ) ≤ m * (m + 1) := by exact_mod_cast hm
    simp only [Finset.sum_empty]
    nlinarith
  | insert a s ha ih =>
    intro h m
    obtain ⟨h0, h1⟩ := h a (Finset.mem_insert_self a s)
    have hs := ih fun i hi => h i (Finset.mem_insert_of_mem hi)
    have e1 := hs m
    have e2 := hs (m - 1)
    push_cast at e2
    rw [Finset.sum_insert ha, Finset.sum_insert ha]
    -- weight the bounds for m and m - 1 by 1 - x and x
    nlinarith [mul_le_mul_of_nonneg_left e1 (sub_nonneg.2 h1),
      mul_le_mul_of_nonneg_left e2 h0]

omit [DecidableEq n] in
/-- The bound for occupations in `[0,1]` that all have even multiplicity. -/
theorem paired_occupation_bound (x : n → ℝ) (h : ∀ i, 0 ≤ x i ∧ x i ≤ 1)
    (he : ∀ c : ℝ, Even (#{i | x i = c})) (m : ℤ) :
    (∑ i, x i - 2 * m) * (2 * m + 2 - ∑ i, x i) / 2 ≤ ∑ i, x i * (1 - x i) := by
  choose k hk using he
  -- keep one member of each pair
  have key (f : ℝ → ℝ) : ∑ i, f (x i) =
      2 * ∑ p ∈ (univ.image x).sigma (fun c => range (k c)), f p.1 := by
    rw [Finset.sum_comp f x, Finset.sum_sigma, Finset.mul_sum]
    refine Finset.sum_congr rfl fun c _ => ?_
    rw [hk c]
    simp only [Finset.sum_const, Finset.card_range, nsmul_eq_mul]
    push_cast
    ring
  have e1 := key fun t => t
  have e2 := key fun t => t * (1 - t)
  have b := occupation_bound ((univ.image x).sigma (fun c => range (k c))) (fun p => p.1)
    (fun p hp => by
      obtain ⟨i, _, hi⟩ := Finset.mem_image.1 (Finset.mem_sigma.1 hp).1
      have := h i
      rw [hi] at this
      exact this) m
  beta_reduce at e1 e2 b
  rw [e1, e2]
  nlinarith [b]

/-- The natural occupations of a density matrix lie between 0 and 1. -/
lemma occupation_mem {D : Matrix n n ℂ} (h : IsDensityMatrix D) (i : n) :
    0 ≤ h.pos.isHermitian.eigenvalues i ∧ h.pos.isHermitian.eigenvalues i ≤ 1 := by
  refine ⟨h.pos.eigenvalues_nonneg i, ?_⟩
  obtain ⟨V, h1, _, h3⟩ := natural_orbitals h.pos.isHermitian
  have p := (h.pauli.conjTranspose_mul_mul_same V).diag_nonneg (i := i)
  rw [mul_sub, mul_one, sub_mul, h1, mul_assoc, h3, ← mul_assoc, h1, one_mul,
    Matrix.sub_apply, one_apply_eq, diagonal_apply_eq] at p
  have q : (0 : ℂ) ≤ ((1 - h.pos.isHermitian.eigenvalues i : ℝ) : ℂ) := by
    push_cast
    exact p
  linarith [Complex.zero_le_real.1 q]

/-- `tr D` and `tr(D - D²)` are the sums of `x` and `x(1-x)` over natural occupations `x`. -/
lemma trace_occupations {D : Matrix n n ℂ} (hD : D.IsHermitian) :
    D.trace.re = ∑ i, hD.eigenvalues i ∧
    (D - D * D).trace.re = ∑ i, hD.eigenvalues i * (1 - hD.eigenvalues i) := by
  obtain ⟨V, h1, h2, h3⟩ := natural_orbitals hD
  have tr (A B : Matrix n n ℂ) (h : A * V = V * B) : A.trace = B.trace := by
    calc A.trace = (V * B * Vᴴ).trace := by rw [← h, mul_assoc, h2, mul_one]
      _ = B.trace := by rw [Matrix.trace_mul_comm, ← mul_assoc, h1, one_mul]
  constructor
  · rw [tr _ _ h3, trace_diagonal, Complex.re_sum]
    simp
  · rw [tr (D - D * D) _ (by
      rw [sub_mul, h3, mul_assoc D D V, h3, ← mul_assoc D V, h3, mul_assoc, ← mul_sub]),
      diagonal_mul_diagonal, trace_sub, trace_diagonal, trace_diagonal,
      ← Finset.sum_sub_distrib, Complex.re_sum]
    refine Finset.sum_congr rfl fun i _ => ?_
    rw [← Complex.ofReal_mul, ← Complex.ofReal_sub, Complex.ofReal_re]
    ring

/-- For a density matrix with a Kramers symmetry and `N = tr D`, every integer `m` gives
`tr(D - D²) ≥ (N - 2m)(2m + 2 - N)/2`. -/
theorem idempotency_defect_bound {U D : Matrix n n ℂ} (hD : IsDensityMatrix D)
    (hU : IsKramersSymmetry U D) (m : ℤ) :
    (D.trace.re - 2 * m) * (2 * m + 2 - D.trace.re) / 2 ≤ (D - D * D).trace.re := by
  obtain ⟨e1, e2⟩ := trace_occupations hD.pos.isHermitian
  rw [e1, e2]
  exact paired_occupation_bound _ (occupation_mem hD)
    (kramers_degeneracy hD.pos.isHermitian hU) m

/-- For an odd number of electrons, a density matrix with a Kramers symmetry has
`tr(D - D²) ≥ 1/2`. -/
theorem odd_electron_defect {U D : Matrix n n ℂ} (hD : IsDensityMatrix D)
    (hU : IsKramersSymmetry U D) {N : ℤ} (hN : Odd N) (htr : D.trace = N) :
    1 / 2 ≤ (D - D * D).trace.re := by
  obtain ⟨m, rfl⟩ := hN
  have e : D.trace.re = 2 * m + 1 := by
    rw [htr, Complex.intCast_re]
    norm_num
  have b := idempotency_defect_bound hD hU m
  rw [e] at b
  linarith

/-- For an odd number of electrons, a density matrix with a Kramers symmetry has a natural
occupation strictly between 0 and 1. -/
theorem odd_electron_fractional {U D : Matrix n n ℂ} (hD : IsDensityMatrix D)
    (hU : IsKramersSymmetry U D) {N : ℤ} (hN : Odd N) (htr : D.trace = N) :
    ∃ i, 0 < hD.pos.isHermitian.eigenvalues i ∧ hD.pos.isHermitian.eigenvalues i < 1 := by
  have b := odd_electron_defect hD hU hN htr
  rw [(trace_occupations hD.pos.isHermitian).2] at b
  by_contra h
  have hs : ∑ i, hD.pos.isHermitian.eigenvalues i *
      (1 - hD.pos.isHermitian.eigenvalues i) ≤ 0 := by
    refine Finset.sum_nonpos fun i _ => ?_
    obtain ⟨h0, h1⟩ := occupation_mem hD i
    rcases h0.eq_or_lt with e | e
    · rw [← e]; simp
    · have : 1 ≤ hD.pos.isHermitian.eigenvalues i := not_lt.1 fun hlt => h ⟨i, e, hlt⟩
      nlinarith
  linarith

/-- For `0 ≤ x ≤ 1`, the 2 × 2 matrix `D = x • 1` is a density matrix with a Kramers symmetry, trace
`2x` and `tr(D - D²) = 2x(1-x)`. -/
theorem spin_doublet_witness (x : ℝ) (h0 : 0 ≤ x) (h1 : x ≤ 1) :
    IsDensityMatrix (diagonal fun _ : Fin 2 => (x : ℂ)) ∧
    IsKramersSymmetry !![0, 1; -1, 0] (diagonal fun _ : Fin 2 => (x : ℂ)) ∧
    (diagonal fun _ : Fin 2 => (x : ℂ)).trace = 2 * x ∧
    ((diagonal fun _ : Fin 2 => (x : ℂ)) -
      (diagonal fun _ : Fin 2 => (x : ℂ)) * diagonal fun _ : Fin 2 => (x : ℂ)).trace
      = 2 * x * (1 - x) := by
  refine ⟨⟨?_, ?_⟩, ⟨?_, ?_⟩, ?_, ?_⟩
  · exact Matrix.posSemidef_diagonal_iff.2 fun _ => Complex.zero_le_real.2 h0
  · rw [← diagonal_one, diagonal_sub]
    refine Matrix.posSemidef_diagonal_iff.2 fun _ => ?_
    have q : (0 : ℂ) ≤ ((1 - x : ℝ) : ℂ) := Complex.zero_le_real.2 (sub_nonneg.2 h1)
    push_cast at q
    exact q
  · ext i j
    fin_cases i <;> fin_cases j <;> simp [conjMatrix, Matrix.mul_apply, Fin.sum_univ_succ]
  · rw [conj_diagonal (fun _ : Fin 2 => x)]
    ext i j
    rw [mul_diagonal, diagonal_mul, mul_comm]
  · rw [trace_diagonal, Fin.sum_univ_two]
    ring
  · rw [diagonal_mul_diagonal, trace_sub, trace_diagonal, trace_diagonal,
      Fin.sum_univ_two, Fin.sum_univ_two]
    ring

end

end KramersFractionalOccupation
```

```lean
#print axioms KramersFractionalOccupation.odd_electron_fractional
-- 'KramersFractionalOccupation.odd_electron_fractional' depends on axioms: [propext, Classical.choice, Quot.sound]
```

## The bound and its two consequences for odd electron number

Write $N=\operatorname{tr}D$. The theorem `idempotency_defect_bound` says that every integer $m$ gives

$$\operatorname{tr}(D-D^2)\ \ge\ \tfrac12\,(N-2m)(2m+2-N).$$

Here $N$ is real and need not be an integer. The right-hand side is positive when $N$ lies strictly between the even integers $2m$ and $2m+2$. At $N=2m+1$ it equals $1/2$, which is `odd_electron_defect`. From this, `odd_electron_fractional` concludes that some natural occupation lies strictly between 0 and 1.

In Lean, `IsDensityMatrix` holds the two positivity conditions, and `PosSemidef` already includes Hermiticity. The structure `IsKramersSymmetry` holds the two equations for $U$. Traces are complex numbers, so the inequalities use their real parts, while the hypothesis `D.trace = N` in the odd case is an equality of complex numbers with an integer `N`.

## Time reversal and single determinants

When the basis spans a space closed under time reversal, time reversal for a spin-½ particle acts on coefficient vectors as an antilinear map $v\mapsto U\bar v$. Its square is $-1$, and the second equation says that it commutes with $D$. Physical time reversal has a unitary $U$, but the argument does not need unitarity.

A single Slater determinant has $D^2=D$. In a finite basis, therefore, a mean-field determinant with an odd number of electrons cannot have a time-reversal-symmetric one-body density matrix; imposing the symmetry at fixed odd trace requires fractional occupations. The simplest case is one electron in an equal statistical mixture (not a superposition) of the two members of a spin doublet, with natural occupations $1/2,1/2$ and $\operatorname{tr}(D-D^2)=1/2$. More generally, `spin_doublet_witness` shows that a doublet with both occupations equal to $x\in[0,1]$ attains the bound for $m=0$.

The symmetry of $D$ is assumed. No Hamiltonian or self-consistency condition appears. The matrix formulas are written for an orthonormal basis; in a non-orthogonal basis they would involve the overlap matrix.

## Even multiplicities from a determinant

Let $V$ be the unitary matrix of natural orbitals, so that $DV=VL$ with $L=\operatorname{diag}(x_i)$ real. This is `natural_orbitals`. Define $W=V^\dagger U\bar V$. Then

$$W\bar W=V^\dagger U\,\bar V\,\overline{V^\dagger}\,\bar U V=V^\dagger U\bar U V=-1,$$

$$WL=V^\dagger U\,\overline{VL}=V^\dagger U\bar D\bar V=V^\dagger DU\bar V=LW.$$

The last factor in $W$ is $\bar V$ because the symmetry is antilinear. Writing $V^\dagger UV$, as for a linear operator, is a natural slip, and the cancellation in the first line then fails for general complex $V$.

Fix a real number $c$, and let $P$ be the diagonal projector onto the indices with $x_i=c$. The entries of $WL=LW$ read $(x_j-x_i)W_{ij}=0$, so $W$ connects only equal occupations and commutes with $P$. Since $P$ is real, $\bar W$ commutes with it too. Put $X=WP+1-P$. The cross terms in $X\bar X$ vanish, leaving

$$X\bar X=W\bar W P+(1-P)=1-2P.$$

If $g$ is the number of indices with $x_i=c$, taking determinants gives $|\det X|^2=(-1)^g$. The left side is non-negative, so $g$ is even.

This is `kramers_degeneracy`. In its proof, `t1` to `t4` are the four products in $X\bar X$, `hX` collects them, and `Complex.normSq_nonneg` rules out odd $g$. The theorem concerns eigenvalues of any Hermitian matrix with the symmetry, so it applies equally to the levels of a finite one-electron Hamiltonian matrix that commutes with time reversal.

## An inequality for numbers between 0 and 1

Let finitely many numbers in $[0,1]$ have sum $S$, and let $Q$ be the sum of $x(1-x)$ over them. The claim of `occupation_bound` is $Q\ge(S-m)(m+1-S)$ for every integer $m$.

With no numbers, it reads $0\ge-m(m+1)$, which is true because $m$ is an integer. Now add a number $x\in[0,1]$ and write $t=S-m$. The induction hypotheses at $m$ and $m-1$ are

$$Q\ge t(1-t),\qquad Q\ge-t(t+1).$$

Weighting them by $1-x$ and $x$ gives

$$Q\ge(1-x)\,t(1-t)-x\,t(t+1)=t(1-t)-2xt.$$

Adding $x(1-x)$ to both sides yields

$$Q+x(1-x)\ge(t+x)(1-t-x),$$

which is the claim for the enlarged set. In Lean, the two weighted inequalities are the terms passed to `nlinarith`.

## From pairs to the trace

All multiplicities are even, so one can keep half of the copies of each occupation. The kept numbers have sum $N/2$ and contribute half of $\sum_i x_i(1-x_i)$. Applying the inequality to them and doubling gives

$$\sum_i x_i(1-x_i)\ge2\left(\frac N2-m\right)\left(m+1-\frac N2\right)=\frac{(N-2m)(2m+2-N)}2.$$

In `paired_occupation_bound`, the statement `key` performs this halving for an arbitrary function of the occupation, with `k c` copies kept at value `c`.

Two lemmas connect the numbers to $D$. The diagonal of $V^\dagger(1-D)V$ is non-negative, so $x_i\le1$, while positivity of $D$ gives $x_i\ge0$; this is `occupation_mem`. Invariance of the trace under $V$ gives $\operatorname{tr}D=\sum_i x_i$ and $\operatorname{tr}(D-D^2)=\sum_i x_i(1-x_i)$, which is `trace_occupations`.

For odd $N=2m+1$ the bound is $1/2$. If every occupation were 0 or 1, the sum $\sum_i x_i(1-x_i)$ would be zero, so at least one must be fractional.
